# Nonnegative path weights for spinless fermions on an open chain with nearest-neighbour hopping and density interactions

World-line Monte Carlo can use path weights directly as relative probabilities only if none of them is negative. For spinless fermions on a finite open chain, with real nearest-neighbour amplitudes t_j ≥ 0 and an interaction diagonal in the occupations, every entry of exp(−τH) is nonnegative for τ ≥ 0, so there is no sign problem in the occupation basis.

The sites are 0, …, L and the bonds j = 0, …, L−1 join j to j+1. The Hamiltonian is

H = Σ_j e_j n_j − Σ_j t_j (c†_j c_{j+1} + h.c.) + V.

```lean
import Mathlib

open Matrix

namespace OpenChainPositivity

noncomputable section
```

A basis state is the set of occupied sites, a `Finset (Fin (L + 1))`, so all particle numbers appear together. The entry (c_j)_{A,B} is nonzero only if j ∈ B and A = B∖{j}. It is then (−1) to the number of occupied sites of B before j.

```lean
/-- The fermion annihilator at site `j` in the basis of occupied sets: it empties site `j`,
with the Jordan-Wigner sign given by the number of occupied sites before `j`. -/
def annihilate {N : ℕ} (j : Fin N) : Matrix (Finset (Fin N)) (Finset (Fin N)) ℝ :=
  fun A B => if j ∈ B ∧ A = B.erase j then (-1) ^ (B.filter (· < j)).card else 0
```

The matrices are real, so the transpose is the adjoint.

```lean
/-- The hopping operator between sites `i` and `k`: `c†_i c_k` plus its Hermitian conjugate. -/
def hop {N : ℕ} (i k : Fin N) : Matrix (Finset (Fin N)) (Finset (Fin N)) ℝ :=
  (annihilate i)ᵀ * annihilate k + (annihilate k)ᵀ * annihilate i
```

In `hamiltonian`, `j.castSucc` and `j.succ` are the left and right ends of bond j.

```lean
/-- The open chain of `L + 1` sites with site energies `e`, bond amplitudes `t`, and an
interaction energy `V` that depends on the set of occupied sites. -/
def hamiltonian {L : ℕ} (e : Fin (L + 1) → ℝ) (t : Fin L → ℝ)
    (V : Finset (Fin (L + 1)) → ℝ) :
    Matrix (Finset (Fin (L + 1))) (Finset (Fin (L + 1))) ℝ :=
  ∑ j, e j • ((annihilate j)ᵀ * annihilate j)
    - ∑ j : Fin L, t j • hop j.castSucc j.succ + diagonal V
```

## Energies that depend only on occupations

The e_j are real site energies, including any chemical potential, and V is any real function of the occupied set, such as a density-density repulsion. Neither needs a definite sign, because both are diagonal. For n_j = c†_j c_j, removing and restoring the same fermion gives the same sign twice:

(n_j)_{A,B} = 1 if A = B and j ∈ A, and 0 otherwise.

`number_eq_diagonal` proves this by keeping only the intermediate state A∖{j}. An interaction that moved particles could add a positive off-diagonal entry to H and spoil the argument below.

```lean
/-- The operator `c†_j c_j` is diagonal and counts the fermions on site `j`. -/
theorem number_eq_diagonal {N : ℕ} (j : Fin N) :
    (annihilate j)ᵀ * annihilate j = diagonal fun S => if j ∈ S then (1 : ℝ) else 0 := by
  ext A B
  rw [Matrix.mul_apply, Finset.sum_eq_single (A.erase j)]
  · by_cases hAB : A = B
    · subst hAB
      by_cases hj : j ∈ A <;> simp [annihilate, hj, ← mul_pow]
    · rw [diagonal_apply_ne _ hAB, transpose_apply]
      unfold annihilate
      split_ifs with h1 h2
      · -- two sets that both contain `j` and agree after emptying it are equal
        exact absurd (by rw [← Finset.insert_erase h1.1, h2.2, Finset.insert_erase h2.1]) hAB
      all_goals simp
  · intro C _ hC
    simp [annihilate, hC]
  · intro h
    exact absurd (Finset.mem_univ _) h
```

## Hops between adjacent sites

The amplitude of a hop is a sum over intermediate states C:

(c†_j c_{j+1})_{A,B} = Σ_C (c_j)_{C,A} (c_{j+1})_{C,B}.

A nonzero term requires C = A∖{j} = B∖{j+1}. Hence j ∉ C, and since j ≠ j+1, also j ∉ B. The occupied sites of A before j are therefore those of B before j+1. The two signs agree and their product is 1. In the proof, `hf` is this equality of sets, and `mul_self_nonneg` finishes.

```lean
/-- The Jordan-Wigner signs of two neighbouring sites agree whenever both annihilators lead
to the same state, so the product of their amplitudes is nonnegative. -/
theorem neighbour_signs_agree {L : ℕ} (j : Fin L) (C A B : Finset (Fin (L + 1))) :
    0 ≤ annihilate j.castSucc C A * annihilate j.succ C B := by
  unfold annihilate
  split_ifs with hA hB
  · have hf : A.filter (· < j.castSucc) = B.filter (· < j.succ) := by
      ext i
      have e1 : (j.castSucc : ℕ) = j := rfl
      have e2 : (j.succ : ℕ) = j + 1 := rfl
      have hi : i ∈ A.erase j.castSucc ↔ i ∈ B.erase j.succ := by
        rw [← hA.2, ← hB.2]
      simp only [Finset.mem_erase, ne_eq, Fin.ext_iff, e1, e2] at hi
      simp only [Finset.mem_filter, Fin.lt_def, e1, e2]
      constructor
      · rintro ⟨a, l⟩
        exact ⟨(hi.mp ⟨by omega, a⟩).2, by omega⟩
      · rintro ⟨b, l⟩
        have h := hi.mpr ⟨by omega, b⟩
        exact ⟨h.2, by have := h.1; omega⟩
    rw [hf]
    exact mul_self_nonneg _
  all_goals simp
```

## Nonnegative bond amplitudes

On an open chain with real amplitudes, the condition t_j ≥ 0 can always be met by a choice of signs for the orbitals. For A ≠ B only hopping survives:

H_{A,B} = −Σ_j t_j (c†_j c_{j+1} + h.c.)_{A,B} ≤ 0.

The proof obtains the conjugate hop by exchanging A and B, then uses `ht` in the last line.

```lean
/-- With nonnegative bond amplitudes, every off-diagonal entry of the open-chain Hamiltonian
is nonpositive. -/
theorem hamiltonian_offDiag_nonpos {L : ℕ} (e : Fin (L + 1) → ℝ) {t : Fin L → ℝ}
    (ht : ∀ j, 0 ≤ t j) (V : Finset (Fin (L + 1)) → ℝ) {A B : Finset (Fin (L + 1))}
    (hAB : A ≠ B) : hamiltonian e t V A B ≤ 0 := by
  have hhop : ∀ j : Fin L, 0 ≤ hop j.castSucc j.succ A B := by
    intro j
    rw [hop, Matrix.add_apply, Matrix.mul_apply, Matrix.mul_apply]
    refine add_nonneg (Finset.sum_nonneg fun C _ => neighbour_signs_agree j C A B)
      (Finset.sum_nonneg fun C _ => ?_)
    rw [transpose_apply, mul_comm]
    exact neighbour_signs_agree j C B A
  -- site energies and interaction are diagonal, so only hopping contributes
  simp only [hamiltonian, number_eq_diagonal, Matrix.add_apply, Matrix.sub_apply,
    Matrix.sum_apply, Matrix.smul_apply, smul_eq_mul, diagonal_apply_ne _ hAB, mul_zero,
    Finset.sum_const_zero, zero_sub, add_zero]
  exact neg_nonpos.mpr (Finset.sum_nonneg fun j _ => mul_nonneg (ht j) (hhop j))
```

The smallest chain with a bond has two sites. With e = 0 and V = 0,

exp(−τH)_{{0},{1}} = sinh(τt),

which is negative if t < 0 < τ. The traces below would survive, since flipping the signs of suitable orbitals makes every t_j nonnegative and leaves diagonal operators alone.

## Nonnegative imaginary time

Here τ is an inverse temperature or a slice of one. Put M = −τH. Since τ ≥ 0, its off-diagonal entries are nonnegative. With a = Σ_k |M_kk|, the matrix M + a·1 is entrywise nonnegative, and so are its powers and

exp(M + a·1) = Σ_k (M + a·1)^k / k!.

`exp_nonneg_of_nonneg` reads off one entry of this series.

```lean
/-- The exponential of an entrywise nonnegative real matrix is entrywise nonnegative. -/
theorem exp_nonneg_of_nonneg {n : Type*} [Fintype n] [DecidableEq n] {M : Matrix n n ℝ}
    (hM : ∀ i j, 0 ≤ M i j) (i j : n) : 0 ≤ NormedSpace.exp M i j := by
  have hpow : ∀ (k : ℕ) (a b : n), 0 ≤ (M ^ k) a b := by
    intro k
    induction k with
    | zero =>
      intro a b
      rw [pow_zero, Matrix.one_apply]
      split_ifs <;> norm_num
    | succ k ih =>
      intro a b
      rw [pow_succ, Matrix.mul_apply]
      exact Finset.sum_nonneg fun c _ => mul_nonneg (ih a c) (hM c b)
  have hs : HasSum (fun k : ℕ => ((Nat.factorial k : ℝ)⁻¹) • M ^ k) (NormedSpace.exp M) := by
    let _ : NormedRing (Matrix n n ℝ) := Matrix.linftyOpNormedRing
    let _ : NormedAlgebra ℝ (Matrix n n ℝ) := Matrix.linftyOpNormedAlgebra
    exact NormedSpace.exp_series_hasSum_exp' (𝕂 := ℝ) M
  -- read off one entry of the exponential series
  let entry : Matrix n n ℝ →+ ℝ :=
    { toFun := fun A => A i j, map_zero' := rfl, map_add' := fun _ _ => rfl }
  have hij := hs.map entry (continuous_id.matrix_elem i j)
  change 0 ≤ entry (NormedSpace.exp M)
  rw [← hij.tsum_eq]
  exact tsum_nonneg fun k => mul_nonneg (by positivity) (hpow k i j)
```

Because the identity commutes with M,

exp(M) = e^(−a) exp(M + a·1) ≥ 0 entrywise.

The Lean proof removes the shift in two halves, so the factor is visibly a square.

```lean
/-- If all off-diagonal entries of a real matrix are nonnegative, its exponential is
entrywise nonnegative. -/
theorem exp_nonneg_of_offDiag {n : Type*} [Fintype n] [DecidableEq n] {M : Matrix n n ℝ}
    (hM : ∀ i j, i ≠ j → 0 ≤ M i j) (i j : n) : 0 ≤ NormedSpace.exp M i j := by
  obtain ⟨a, ha⟩ : ∃ a : ℝ, a = ∑ k, |M k k| := ⟨_, rfl⟩
  have hB : ∀ p q, 0 ≤ (M + a • (1 : Matrix n n ℝ)) p q := by
    intro p q
    by_cases hpq : p = q
    · subst hpq
      have h1 : |M p p| ≤ a := by
        rw [ha]
        exact Finset.single_le_sum (f := fun k => |M k k|)
          (fun k _ => abs_nonneg _) (Finset.mem_univ p)
      have h2 := neg_abs_le (M p p)
      simp only [Matrix.add_apply, Matrix.smul_apply, Matrix.one_apply_eq, smul_eq_mul]
      linarith
    · simpa [Matrix.one_apply_ne hpq] using hM p q hpq
  obtain ⟨w, hw⟩ : ∃ w : n → ℝ,
      NormedSpace.exp ((-(a / 2)) • (1 : Matrix n n ℝ)) = diagonal w :=
    ⟨_, by rw [Matrix.smul_one_eq_diagonal, Matrix.exp_diagonal]⟩
  have hc : ∀ X : Matrix n n ℝ, Commute X ((-(a / 2)) • (1 : Matrix n n ℝ)) :=
    fun X => (Commute.one_right X).smul_right _
  -- undo the shift in two equal halves, which gives a squared factor
  have hsplit : M = (M + a • (1 : Matrix n n ℝ)) + (-(a / 2)) • (1 : Matrix n n ℝ)
      + (-(a / 2)) • (1 : Matrix n n ℝ) := by module
  rw [hsplit, Matrix.exp_add_of_commute _ _ (hc _), Matrix.exp_add_of_commute _ _ (hc _), hw,
    Matrix.mul_diagonal, Matrix.mul_diagonal, mul_assoc]
  exact mul_nonneg (exp_nonneg_of_nonneg hB i j) (mul_self_nonneg _)
```

`propagator_nonneg` applies this to −τH. As t_j = 0 is allowed, it also applies separately to the even-bond and odd-bond parts of a Trotter splitting.

```lean
/-- With nonnegative bond amplitudes, the imaginary-time propagator `exp(-τH)` of the open
chain is entrywise nonnegative for every `τ ≥ 0`. -/
theorem propagator_nonneg {L : ℕ} (e : Fin (L + 1) → ℝ) {t : Fin L → ℝ}
    (ht : ∀ j, 0 ≤ t j) (V : Finset (Fin (L + 1)) → ℝ) {τ : ℝ} (hτ : 0 ≤ τ)
    (A B : Finset (Fin (L + 1))) :
    0 ≤ NormedSpace.exp ((-τ) • hamiltonian e t V) A B := by
  refine exp_nonneg_of_offDiag (fun P Q hPQ => ?_) A B
  have h := mul_nonneg hτ (neg_nonneg.mpr (hamiltonian_offDiag_nonpos e ht V hPQ))
  rw [Matrix.smul_apply, smul_eq_mul]
  linarith
```

## Nonnegative diagonal factors

Take times τ_i ≥ 0 and diagonal operators D_i with entries D_i(S) ≥ 0 for every occupied set S. If each D_i projects onto a single set, the trace of the product of the factors exp(−τ_i H) D_i is the weight of one closed sequence of occupied sets. The entries

(exp(−τ_i H) D_i)_{A,C} = exp(−τ_i H)_{A,C} D_i(C)

are nonnegative, hence so are products of such matrices and their traces. The proof is an induction on the list `slices` of pairs (τ_i, D_i), with one H throughout.

```lean
/-- With nonnegative bond amplitudes, the trace of any product of factors `exp(-τ_i H) D_i`
is nonnegative, for times `τ_i ≥ 0` and diagonal operators `D_i` with nonnegative entries. -/
theorem trace_nonneg {L : ℕ} (e : Fin (L + 1) → ℝ) {t : Fin L → ℝ}
    (ht : ∀ j, 0 ≤ t j) (V : Finset (Fin (L + 1)) → ℝ)
    (slices : List (ℝ × (Finset (Fin (L + 1)) → ℝ)))
    (hs : ∀ s ∈ slices, 0 ≤ s.1 ∧ ∀ S, 0 ≤ s.2 S) :
    0 ≤ Matrix.trace (slices.map fun s =>
      NormedSpace.exp ((-s.1) • hamiltonian e t V) * diagonal s.2).prod := by
  -- the whole product is entrywise nonnegative
  have key : ∀ A B, 0 ≤ (slices.map fun s =>
      NormedSpace.exp ((-s.1) • hamiltonian e t V) * diagonal s.2).prod A B := by
    induction slices with
    | nil =>
      intro A B
      rw [List.map_nil, List.prod_nil, Matrix.one_apply]
      split_ifs <;> norm_num
    | cons s l ih =>
      intro A B
      have h := hs s List.mem_cons_self
      rw [List.map_cons, List.prod_cons, Matrix.mul_apply]
      refine Finset.sum_nonneg fun C _ => mul_nonneg ?_
        (ih (fun r hr => hs r (List.mem_cons_of_mem _ hr)) C B)
      rw [Matrix.mul_diagonal]
      exact mul_nonneg (propagator_nonneg e ht V h.1 A C) (h.2 C)
  exact Finset.sum_nonneg fun A _ => key A A
```

A single factor with τ = 0 and D = −1 has negative trace. Times of mixed sign also fail: on the two-site chain with t > 0, projectors onto {0} and {1} give sinh(τ₁t) sinh(τ₂t) < 0.

## A hop past an occupied site

If sites 0 and 2 are joined directly while site 1 is occupied, the signs disagree and the hop has amplitude −1. A term −t times this hop, with t > 0, then contributes +t off the diagonal of H.

```lean
/-- On three sites, hopping between the two outer sites past a fermion on the middle site
has amplitude `-1`. -/
theorem outer_hop_negative : hop (0 : Fin 3) 2 {0, 1} {1, 2} = -1 := by
  have k0 : (({0, 1} : Finset (Fin 3)).filter (· < 0)).card = 0 := by decide
  have k2 : (({1, 2} : Finset (Fin 3)).filter (· < 2)).card = 1 := by decide
  have e0 : ({0, 1} : Finset (Fin 3)).erase 0 = {1} := by decide
  have a0 : annihilate (0 : Fin 3) {1} {0, 1} = 1 := by
    unfold annihilate
    rw [if_pos, k0, pow_zero]
    decide
  have a2 : annihilate (2 : Fin 3) {1} {1, 2} = -1 := by
    unfold annihilate
    rw [if_pos, k2, pow_one]
    decide
  rw [hop, Matrix.add_apply, Matrix.mul_apply, Matrix.mul_apply,
    Finset.sum_eq_single ({1} : Finset (Fin 3)), Finset.sum_eq_zero]
  · rw [transpose_apply, a0, a2]
    norm_num
  · -- the reverse hop would leave a fermion on site 2, which is empty in the final state `{0, 1}`
    intro C _
    have h : annihilate (2 : Fin 3) C {0, 1} = 0 := by
      unfold annihilate
      exact if_neg fun h => absurd h.1 (by decide)
    rw [transpose_apply, h, zero_mul]
  · intro C _ hC
    have h : annihilate (0 : Fin 3) C {0, 1} = 0 := by
      unfold annihilate
      exact if_neg fun h => hC (h.2.trans e0)
    rw [transpose_apply, h, zero_mul]
  · intro h
    exact absurd (Finset.mem_univ _) h

end

end OpenChainPositivity
```

```lean
#print axioms OpenChainPositivity.propagator_nonneg
-- 'OpenChainPositivity.propagator_nonneg' depends on axioms: [propext, Classical.choice, Quot.sound]
#print axioms OpenChainPositivity.trace_nonneg
-- 'OpenChainPositivity.trace_nonneg' depends on axioms: [propext, Classical.choice, Quot.sound]
#print axioms OpenChainPositivity.outer_hop_negative
-- 'OpenChainPositivity.outer_hop_negative' depends on axioms: [propext, Classical.choice, Quot.sound]
```
